# Levels and spin polarisation of the two-state $m_j$ blocks of an atomic shell with spin–orbit coupling and an exchange field

When a two-component code adds spin–orbit coupling and a fixed exchange field to an isolated atomic shell, it can diagonalise the shell's Hamiltonian separately for each $m_j$ and read the spin and orbital moments off the eigenvectors. For a shell of orbital quantum number $l$, the one-electron Hamiltonian is

$$H = z\,\mathbf l\cdot\mathbf s + B\,\sigma_z ,\qquad \hbar = 1 .$$

Here $z>0$ is the spin–orbit strength, positive for an electron in an attractive atomic potential. The field $B$ is an energy; a positive value raises spin up and lowers spin down. For half-integer $m$ with $|m|\le l-\tfrac12$, the $m_j=m$ block has the levels

$$E_\pm=-\frac z4\pm\frac S2,\qquad S=\sqrt{z^2(l+\tfrac12)^2+4zmB+4B^2}.$$

In the lower state,

$$\langle\sigma_z\rangle=-\frac{2B+zm}{S},\qquad \langle l_z\rangle=m-\tfrac12\langle\sigma_z\rangle .$$

The spin polarisation $\langle\sigma_z\rangle$ decreases strictly with $B$, equals $-2m/(2l+1)$ at $B=0$ and tends to $-1$ as $B\to\infty$.

## Comparing a code block by block

These formulas give reference values for the on-site part of a spin–orbit calculation, for one electron in an isolated shell with a prescribed field. The comparison should be made for each $m$ separately. Reversing the sign of $B$ exchanges the spectra of $m$ and $-m$, so the full list of shell energies does not reveal that error, whereas the labelled blocks do.

## From two product states to the moments

Write $m=k+\tfrac12$ with $k$ an integer. The product states with $m_j=m$ are $|k,\uparrow\rangle$ and $|k+1,\downarrow\rangle$. Since $\mathbf l\cdot\mathbf s=l_zs_z+\tfrac12(l_+s_-+l_-s_+)$ conserves $l_z+s_z$, $H$ does not connect them to other values of $m_j$. The ladder element is

$$\sqrt{l(l+1)-k(k+1)}=\sqrt{(l+\tfrac12)^2-m^2}=:c ,$$

and the block is

$$\begin{pmatrix}\tfrac z2(m-\tfrac12)+B & \tfrac z2c\\ \tfrac z2c & -\tfrac z2(m+\tfrac12)-B\end{pmatrix}
=-\frac z4+\frac12\begin{pmatrix}d & zc\\ zc & -d\end{pmatrix},\qquad d=2B+zm .$$

The last matrix has eigenvalues $\pm\sqrt{d^2+z^2c^2}$. Expanding the square gives $d^2+z^2c^2=S^2$, hence the two levels.

Since $z>0$ and $|m|<l+\tfrac12$, we have $zc>0$ and hence $S>0$, so the two levels are distinct. The block is real, so its lower eigenvector is real up to a constant factor, which does not affect expectation values. Let $(v_0,v_1)$ be a real lower eigenvector. Its equations are

$$dv_0+zc\,v_1=-Sv_0,\qquad zc\,v_0-dv_1=-Sv_1 .$$

Multiply the first by $v_0$ and the second by $v_1$, then subtract. The spin-flip terms cancel, leaving $d(v_0^2+v_1^2)=-S(v_0^2-v_1^2)$, so $\langle\sigma_z\rangle=-d/S$.

Put $q=z^2c^2$, which is positive because $|m|<l+\tfrac12$. Then $\langle\sigma_z\rangle=-f(d)$ with $f(x)=x/\sqrt{x^2+q}$. For $x<y$, let $s=\sqrt{x^2+q}$ and $t=\sqrt{y^2+q}$. Then

$$(ys-xt)(s+t)=(y-x)(st+q-xy)>0,$$

because $xy\le|x||y|\le st$. Hence $f(x)<f(y)$. For $x>0$, $f(x)=1/\sqrt{1+q/x^2}\to1$ as $x\to\infty$. As $d$ increases with $B$, the monotonicity and the limit follow. At $B=0$, $S=z(l+\tfrac12)$ gives $-2m/(2l+1)$. Finally, $l_z+\sigma_z/2=m$ in both product states, which gives $\langle l_z\rangle$.

## The smallest shell, with numbers

The condition on $m$ requires $l\ge1$. Take $l=1$, $m=\tfrac12$, $z=2$ and $B=\tfrac54$ in a common energy unit. Then $d=\tfrac72$, $q=8$ and $S=\tfrac92$, so the levels are $\tfrac74$ and $-\tfrac{11}4$. The normalised lower eigenvector is $(1,-2\sqrt2)/3$, with $\langle\sigma_z\rangle=-\tfrac79$ and $\langle l_z\rangle=\tfrac89$. At $B=0$ the two moments are $-\tfrac13$ and $\tfrac23$.

## The block and its theorems in Lean

```lean
import Mathlib

open Matrix Filter Topology

namespace SpinOrbitExchangeBlock

noncomputable section

/-- The Pauli matrix `σ_z`; index 0 is spin up and index 1 is spin down. -/
def sigmaZ : Matrix (Fin 2) (Fin 2) ℝ := !![1, 0; 0, -1]

/-- The spin raising matrix `s₊`. -/
def spinPlus : Matrix (Fin 2) (Fin 2) ℝ := !![0, 1; 0, 0]

/-- The matrix element `⟨l μ'| l₊ |l μ⟩` of the orbital raising operator. -/
def orbPlus (l : ℕ) (μ' μ : ℤ) : ℝ :=
  if μ' = μ + 1 then √((l : ℝ) * (l + 1) - μ * (μ + 1)) else 0

/-- Matrix elements of `l·s = l_z s_z + (l₊ s₋ + l₋ s₊)/2` between product states `(μ, spin)`. -/
def spinOrbit (l : ℕ) (a b : ℤ × Fin 2) : ℝ :=
  (if a.1 = b.1 then (b.1 : ℝ) else 0) * (sigmaZ a.2 b.2 / 2) +
    (orbPlus l a.1 b.1 * spinPlus b.2 a.2 + orbPlus l b.1 a.1 * spinPlus a.2 b.2) / 2

/-- Matrix elements of the Hamiltonian `z l·s + B σ_z`. -/
def ham (l : ℕ) (z B : ℝ) (a b : ℤ × Fin 2) : ℝ :=
  z * spinOrbit l a b + B * (if a.1 = b.1 then sigmaZ a.2 b.2 else 0)

/-- The value of `j_z = l_z + σ_z/2` in a product state. -/
def jz (a : ℤ × Fin 2) : ℝ := a.1 + sigmaZ a.2 a.2 / 2

/-- The half-integer quantum number `m = k + 1/2`. -/
def mj (k : ℤ) : ℝ := k + 1 / 2

/-- The two product states `|k, ↑⟩` and `|k+1, ↓⟩` with `m_j = k + 1/2`. -/
def site (k : ℤ) (i : Fin 2) : ℤ × Fin 2 := (k + (i.val : ℤ), i)

/-- The Hamiltonian restricted to the two states with `m_j = k + 1/2`. -/
def block (l : ℕ) (z B : ℝ) (k : ℤ) : Matrix (Fin 2) (Fin 2) ℝ :=
  Matrix.of fun i j => ham l z B (site k i) (site k j)

/-- The orbital operator `l_z` in the same two states. -/
def lzBlock (k : ℤ) : Matrix (Fin 2) (Fin 2) ℝ :=
  Matrix.diagonal fun i => ((site k i).1 : ℝ)

/-- The factor `√((l+1/2)² - m²)` in the spin-flip matrix element. -/
def coupling (l : ℕ) (k : ℤ) : ℝ := √(((l : ℝ) + 1 / 2) ^ 2 - mj k ^ 2)

/-- The splitting `√(z²(l+1/2)² + 4zmB + 4B²)`. -/
def gap (l : ℕ) (z B : ℝ) (k : ℤ) : ℝ :=
  √(z ^ 2 * ((l : ℝ) + 1 / 2) ^ 2 + 4 * z * mj k * B + 4 * B ^ 2)

/-- The expectation value of `A` in the state with real amplitudes `v`, not necessarily
normalised. -/
def expect (A : Matrix (Fin 2) (Fin 2) ℝ) (v : Fin 2 → ℝ) : ℝ :=
  (v ⬝ᵥ A *ᵥ v) / (v ⬝ᵥ v)

/-- The Hamiltonian does not connect product states with different `j_z`. -/
theorem ham_conserves_jz (l : ℕ) (z B : ℝ) (a b : ℤ × Fin 2) (h : jz a ≠ jz b) :
    ham l z B a b = 0 := by
  obtain ⟨μ, s⟩ := a
  obtain ⟨ν, t⟩ := b
  fin_cases s <;> fin_cases t
  · have hne : μ ≠ ν := by
      rintro rfl
      exact h rfl
    simp [ham, spinOrbit, spinPlus, hne]
  · have hne : ν ≠ μ + 1 := by
      rintro rfl
      apply h
      simp [jz, sigmaZ]
      ring
    simp [ham, spinOrbit, spinPlus, sigmaZ, orbPlus, hne]
  · have hne : μ ≠ ν + 1 := by
      rintro rfl
      apply h
      simp [jz, sigmaZ]
      ring
    simp [ham, spinOrbit, spinPlus, sigmaZ, orbPlus, hne]
  · have hne : μ ≠ ν := by
      rintro rfl
      exact h rfl
    simp [ham, spinOrbit, spinPlus, hne]

/-- The explicit two-by-two matrix of `z l·s + B σ_z` for `m_j = m`. -/
theorem block_eq (l : ℕ) (z B : ℝ) (k : ℤ) :
    block l z B k = !![z * (mj k - 1 / 2) / 2 + B, z / 2 * coupling l k;
      z / 2 * coupling l k, -(z * (mj k + 1 / 2) / 2) - B] := by
  have hs : √((l : ℝ) * (l + 1) - k * (k + 1)) = coupling l k := by
    unfold coupling mj
    congr 1
    ring
  ext i j
  fin_cases i <;> fin_cases j <;>
    simp [block, ham, spinOrbit, site, sigmaZ, spinPlus, orbPlus, hs, mj] <;> ring

/-- For `|m| ≤ l - 1/2` the quantity `(l+1/2)² - m²` is positive. -/
theorem transverse_pos (l : ℕ) (k : ℤ) (hk : |mj k| ≤ (l : ℝ) - 1 / 2) :
    0 < ((l : ℝ) + 1 / 2) ^ 2 - mj k ^ 2 := by
  obtain ⟨h1, h2⟩ := abs_le.1 hk
  have h3 : 0 < ((l : ℝ) + 1 / 2 - mj k) * ((l : ℝ) + 1 / 2 + mj k) :=
    mul_pos (by linarith) (by linarith)
  linarith [h3, show ((l : ℝ) + 1 / 2 - mj k) * ((l : ℝ) + 1 / 2 + mj k)
    = ((l : ℝ) + 1 / 2) ^ 2 - mj k ^ 2 by ring]

/-- The splitting combines a longitudinal part `2B + zm` and a transverse spin-orbit part. -/
theorem gap_eq (l : ℕ) (z B : ℝ) (k : ℤ) :
    gap l z B k =
      √((2 * B + z * mj k) ^ 2 + z ^ 2 * (((l : ℝ) + 1 / 2) ^ 2 - mj k ^ 2)) := by
  unfold gap
  congr 1
  ring

/-- For `|m| ≤ l - 1/2` the energy levels of the `m_j = m` block are exactly `-z/4 ± √(z²(l+1/2)² +
4zmB + 4B²)/2`. -/
theorem levels (l : ℕ) (z B E : ℝ) (k : ℤ) (hk : |mj k| ≤ (l : ℝ) - 1 / 2) :
    (∃ v : Fin 2 → ℝ, v ≠ 0 ∧ block l z B k *ᵥ v = E • v) ↔
      E = -z / 4 + gap l z B k / 2 ∨ E = -z / 4 - gap l z B k / 2 := by
  have hr := transverse_pos l k hk
  have hc : coupling l k ^ 2 = ((l : ℝ) + 1 / 2) ^ 2 - mj k ^ 2 := Real.sq_sqrt hr.le
  have hg : gap l z B k ^ 2 =
      (2 * B + z * mj k) ^ 2 + z ^ 2 * (((l : ℝ) + 1 / 2) ^ 2 - mj k ^ 2) := by
    rw [gap_eq]
    exact Real.sq_sqrt (add_nonneg (sq_nonneg _) (mul_nonneg (sq_nonneg _) hr.le))
  -- a level is a zero of the secular determinant
  have key : (∃ v : Fin 2 → ℝ, v ≠ 0 ∧ block l z B k *ᵥ v = E • v) ↔
      (block l z B k - E • (1 : Matrix (Fin 2) (Fin 2) ℝ)).det = 0 := by
    rw [← Matrix.exists_mulVec_eq_zero_iff]
    simp only [Matrix.sub_mulVec, Matrix.smul_mulVec, Matrix.one_mulVec, sub_eq_zero]
  have hdet : (block l z B k - E • (1 : Matrix (Fin 2) (Fin 2) ℝ)).det =
      (E - (-z / 4 + gap l z B k / 2)) * (E - (-z / 4 - gap l z B k / 2)) := by
    rw [block_eq, Matrix.det_fin_two]
    simp
    linear_combination (1 / 4) * hg - z ^ 2 / 4 * hc
  rw [key, hdet, mul_eq_zero, sub_eq_zero, sub_eq_zero]

/-- For `q > 0` the function `x/√(x² + q)` is strictly increasing. -/
theorem ratio_lt {q x y : ℝ} (hq : 0 < q) (h : x < y) :
    x / √(x ^ 2 + q) < y / √(y ^ 2 + q) := by
  have hs : 0 < √(x ^ 2 + q) := Real.sqrt_pos.2 (by positivity)
  have ht : 0 < √(y ^ 2 + q) := Real.sqrt_pos.2 (by positivity)
  have hs2 : √(x ^ 2 + q) ^ 2 = x ^ 2 + q := Real.sq_sqrt (by positivity)
  have ht2 : √(y ^ 2 + q) ^ 2 = y ^ 2 + q := Real.sq_sqrt (by positivity)
  have hx : |x| ≤ √(x ^ 2 + q) := Real.abs_le_sqrt (by linarith)
  have hy : |y| ≤ √(y ^ 2 + q) := Real.abs_le_sqrt (by linarith)
  have hxy : x * y ≤ √(x ^ 2 + q) * √(y ^ 2 + q) :=
    calc x * y ≤ |x * y| := le_abs_self _
      _ = |x| * |y| := abs_mul x y
      _ ≤ _ := mul_le_mul hx hy (abs_nonneg y) hs.le
  rw [div_lt_div_iff₀ hs ht, ← sub_pos]
  generalize √(x ^ 2 + q) = s at *
  generalize √(y ^ 2 + q) = t at *
  -- multiply the difference by the positive number s + t
  have hp : 0 < (y - x) * (s * t + q - x * y) := mul_pos (by linarith) (by linarith)
  have he : (y * s - x * t) * (s + t) = (y - x) * (s * t + q - x * y) := by
    linear_combination y * hs2 - x * ht2
  exact (mul_pos_iff_of_pos_right (add_pos hs ht)).1 (he ▸ hp)

/-- For `q > 0` the function `x/√(x² + q)` tends to 1 as `x → ∞`. -/
theorem ratio_tendsto {q : ℝ} (hq : 0 < q) :
    Tendsto (fun x : ℝ => x / √(x ^ 2 + q)) atTop (𝓝 1) := by
  have h1 : Tendsto (fun x : ℝ => q / x ^ 2) atTop (𝓝 0) :=
    tendsto_const_nhds.div_atTop (tendsto_pow_atTop two_ne_zero)
  have h2 : Tendsto (fun x : ℝ => (√(1 + q / x ^ 2))⁻¹) atTop (𝓝 (√(1 + 0))⁻¹) :=
    ((h1.const_add 1).sqrt).inv₀ (by simp)
  have h3 : (√(1 + 0 : ℝ))⁻¹ = 1 := by simp
  rw [h3] at h2
  refine h2.congr' ?_
  filter_upwards [eventually_gt_atTop (0 : ℝ)] with x hx
  have h4 : 1 + q / x ^ 2 = (x ^ 2 + q) / x ^ 2 := by
    rw [add_div, div_self (pow_pos hx 2).ne']
  rw [h4, Real.sqrt_div (by positivity), Real.sqrt_sq hx.le, inv_div]

/-- For `z > 0` and `|m| ≤ l - 1/2`, every real eigenvector of the lower level has `⟨σ_z⟩ = -(2B +
zm)/√(z²(l+1/2)² + 4zmB + 4B²)`. -/
theorem lower_spin (l : ℕ) (z B : ℝ) (k : ℤ) (hz : 0 < z) (hk : |mj k| ≤ (l : ℝ) - 1 / 2)
    (v : Fin 2 → ℝ) (hv : v ≠ 0)
    (he : block l z B k *ᵥ v = (-z / 4 - gap l z B k / 2) • v) :
    expect sigmaZ v = -(2 * B + z * mj k) / gap l z B k := by
  have hg : 0 < gap l z B k := by
    rw [gap_eq]
    exact Real.sqrt_pos.2
      (add_pos_of_nonneg_of_pos (sq_nonneg _) (mul_pos (pow_pos hz 2) (transverse_pos l k hk)))
  have hn : v ⬝ᵥ v ≠ 0 := fun h => hv (dotProduct_self_eq_zero.1 h)
  have hS : v ⬝ᵥ sigmaZ *ᵥ v = v 0 * v 0 - v 1 * v 1 := by
    simp [sigmaZ, Matrix.mulVec, dotProduct, Fin.sum_univ_two]
    ring
  have hN : v ⬝ᵥ v = v 0 * v 0 + v 1 * v 1 := by
    rw [dotProduct, Fin.sum_univ_two]
  rw [block_eq] at he
  have e0 := congrFun he 0
  have e1 := congrFun he 1
  simp [Matrix.mulVec, dotProduct, Fin.sum_univ_two] at e0 e1
  rw [expect, div_eq_div_iff hn hg.ne', hS, hN]
  -- the spin-flip terms cancel between the two components
  linear_combination 2 * v 0 * e0 - 2 * v 1 * e1

/-- For every nonzero real vector in the block, `⟨l_z⟩ = m - ⟨σ_z⟩/2`. -/
theorem orbital_moment (k : ℤ) (v : Fin 2 → ℝ) (hv : v ≠ 0) :
    expect (lzBlock k) v = mj k - expect sigmaZ v / 2 := by
  have hn : v ⬝ᵥ v ≠ 0 := fun h => hv (dotProduct_self_eq_zero.1 h)
  have hL : v ⬝ᵥ lzBlock k *ᵥ v = mj k * (v ⬝ᵥ v) - (v ⬝ᵥ sigmaZ *ᵥ v) / 2 := by
    simp [lzBlock, site, sigmaZ, mj, Matrix.mulVec, dotProduct,
      Fin.sum_univ_two, Matrix.diagonal_apply]
    ring
  rw [expect, expect, hL, sub_div, mul_div_cancel_right₀ _ hn, div_right_comm]

/-- Let `z > 0` and `|m| ≤ l - 1/2`, and let `v B` be a real eigenvector of the lower level at each
exchange field `B`. Then `⟨σ_z⟩` decreases strictly with `B`, equals `-2m/(2l+1)` at `B = 0` and
tends to `-1` as `B → ∞`, while `⟨l_z⟩ = m - ⟨σ_z⟩/2` at every `B`. -/
theorem lower_state_polarisation (l : ℕ) (z : ℝ) (k : ℤ) (hz : 0 < z)
    (hk : |mj k| ≤ (l : ℝ) - 1 / 2) (v : ℝ → Fin 2 → ℝ) (hv : ∀ B, v B ≠ 0)
    (he : ∀ B, block l z B k *ᵥ v B = (-z / 4 - gap l z B k / 2) • v B) :
    StrictAnti (fun B => expect sigmaZ (v B)) ∧
      expect sigmaZ (v 0) = -(2 * mj k) / (2 * l + 1) ∧
      Tendsto (fun B => expect sigmaZ (v B)) atTop (𝓝 (-1)) ∧
      ∀ B, expect (lzBlock k) (v B) = mj k - expect sigmaZ (v B) / 2 := by
  have hq : 0 < z ^ 2 * (((l : ℝ) + 1 / 2) ^ 2 - mj k ^ 2) :=
    mul_pos (pow_pos hz 2) (transverse_pos l k hk)
  have hs : ∀ B, expect sigmaZ (v B) = -((2 * B + z * mj k) /
      √((2 * B + z * mj k) ^ 2 + z ^ 2 * (((l : ℝ) + 1 / 2) ^ 2 - mj k ^ 2))) := by
    intro B
    rw [lower_spin l z B k hz hk (v B) (hv B) (he B), gap_eq, neg_div]
  refine ⟨?_, ?_, ?_, fun B => orbital_moment k (v B) (hv B)⟩
  · intro B C h
    show expect sigmaZ (v C) < expect sigmaZ (v B)
    rw [hs B, hs C]
    exact neg_lt_neg (ratio_lt hq (by linarith))
  · -- without exchange field the splitting is z (l + 1/2)
    have h0 : gap l z 0 k = z * ((l : ℝ) + 1 / 2) := by
      unfold gap
      rw [show z ^ 2 * ((l : ℝ) + 1 / 2) ^ 2 + 4 * z * mj k * 0 + 4 * (0 : ℝ) ^ 2
        = (z * ((l : ℝ) + 1 / 2)) ^ 2 by ring]
      exact Real.sqrt_sq (by positivity)
    rw [lower_spin l z 0 k hz hk (v 0) (hv 0) (he 0), h0,
      div_eq_div_iff (by positivity) (by positivity)]
    ring
  · have hx : Tendsto (fun B : ℝ => 2 * B + z * mj k) atTop atTop :=
      tendsto_atTop_add_const_right _ _ (tendsto_id.const_mul_atTop two_pos)
    exact (((ratio_tendsto hq).comp hx).neg).congr fun B => (hs B).symm

end

end SpinOrbitExchangeBlock
```

```lean
#print axioms SpinOrbitExchangeBlock.ham_conserves_jz
#print axioms SpinOrbitExchangeBlock.levels
#print axioms SpinOrbitExchangeBlock.lower_state_polarisation
```

```
'SpinOrbitExchangeBlock.ham_conserves_jz' depends on axioms: [propext, Classical.choice, Quot.sound]
'SpinOrbitExchangeBlock.levels' depends on axioms: [propext, Classical.choice, Quot.sound]
'SpinOrbitExchangeBlock.lower_state_polarisation' depends on axioms: [propext, Classical.choice, Quot.sound]
```

## How the Lean objects map to the shell

A product state is a pair of an integer $\mu$ and a spin index, 0 for up and 1 for down. `ham` gives the matrix elements of $H$, `site k` selects the two states above, and `block` restricts `ham` to them. `mj k` is $m$, `coupling` is $c$ and `gap` is $S$. `expect` divides by $v\cdot v$, so amplitude vectors need not be normalised; they are real and nonzero.

`levels` says that a nonzero real eigenvector with energy $E$ exists exactly when $E$ is one of the two stated values. It holds for every real $z$; the spin results assume $z>0$. `lower_state_polarisation` takes any choice `v B` of lower eigenvector at each real $B$, with no continuity in $B$ required, and proves the monotonicity, the zero-field value, the limit and the orbital relation together.

## How the proof follows the algebra

`ham_conserves_jz` checks the four spin combinations, and `block_eq` computes the matrix. `transverse_pos` proves $c^2>0$ by factorising it, and `gap_eq` completes the square in $S^2$. In `levels`, the eigenvector condition becomes a vanishing determinant, which `linear_combination` factorises into the two roots.

In `lower_spin`, the final `linear_combination` is the weighted subtraction of the eigenvector equations. `ratio_lt` uses the product identity for $ys-xt$, and `ratio_tendsto` uses the rewritten form of $f$. `orbital_moment` holds for every nonzero real vector in the block, not only for eigenvectors. The main theorem substitutes $x=2B+zm$ and changes the sign.

## An isolated shell in a prescribed field

The ladder and spin matrix elements enter as definitions; they are not derived from a Dirac or Kohn–Sham equation. The model has no crystal field, hybridisation or electron–electron interaction, and $B$ does not respond to the spin density. The states $m=\pm(l+\tfrac12)$ are excluded, since each is a single product state with no partner to mix with.
